# Minimum noise of a linear bosonic amplifier: $\langle ff^\dagger+f^\dagger f\rangle\ge|1-|g|^2|$

An amplifier with complex amplitude gain $g$ turns an input mode $a$ into $b=ga+f$, where $f$ is the added-noise operator. If $[a,a^\dagger]=[b,b^\dagger]=1$ and $[f,a^\dagger]=0$, every unit vector $\psi$ satisfies

$$N:=\langle ff^\dagger+f^\dagger f\rangle\ \ge\ \bigl|1-|g|^2\bigr| ,$$

with equality exactly when $f\psi=0$ or $f^\dagger\psi=0$. The commutators of $a$ and $b$ say that input and output are both bosonic modes. The condition on $f$ holds when the noise comes from degrees of freedom separate from the input.

## The noise term in a phase-space gain stage

A truncated-Wigner simulation can model a gain or loss stage by the linear map $b=ga+f$, with $f$ acting on modes separate from the input, and the bound then gives the least noise that such a stage can add. Each sampled amplitude is updated as $\beta=g\alpha+\xi$. At the minimum, with a vacuum noise mode, $\xi$ is a zero-mean complex Gaussian, independent of $\alpha$, with $\langle|\xi|^2\rangle=N/2=|1-|g|^2|/2$, split equally between its real and imaginary parts.

For $|g|^2=100$ this is 49.5 quanta at the output, or 0.495 referred to the input. A vacuum input contributes another 50, so $\langle|\beta|^2\rangle=99.5$.

## From the commutators to the bound

The adjoint of $[f,a^\dagger]=0$ gives $[a,f^\dagger]=0$. Expanding the output commutator,

$$1=[b,b^\dagger]=|g|^2[a,a^\dagger]+g[a,f^\dagger]+g^*[f,a^\dagger]+[f,f^\dagger]=|g|^2+[f,f^\dagger],$$

so $[f,f^\dagger]=1-|g|^2$. Put $x=\|f\psi\|^2=\langle f^\dagger f\rangle$ and $y=\|f^\dagger\psi\|^2=\langle ff^\dagger\rangle$. Then $y-x=1-|g|^2$ and

$$N=x+y=|y-x|+2\min(x,y)\ge\bigl|1-|g|^2\bigr| ,$$

with equality exactly when $x=0$ or $y=0$.

For $g\ne0$, division by $2|g|^2$ gives the input-referred bound $N/(2|g|^2)\ge|1-1/|g|^2|/2$.

If $\langle f^\dagger a\rangle=0$, then $\langle af^\dagger\rangle=0$ as well, because $a$ and $f^\dagger$ commute. The cross terms in $\|b\psi\|^2$ and $\|b^\dagger\psi\|^2$ vanish, and adding the two squared norms gives

$$\langle bb^\dagger+b^\dagger b\rangle=|g|^2\langle aa^\dagger+a^\dagger a\rangle+N\ge|g|^2\langle aa^\dagger+a^\dagger a\rangle+\bigl|1-|g|^2\bigr| .$$

A parametric amplifier has $g=\mu$ and $f=\nu c^\dagger$, with $\mu,\nu$ real, $\mu^2-\nu^2=1$ and $c$ a second bosonic mode commuting with $a$. The adjoint of $[c,a]=0$ gives $[f,a^\dagger]=0$, and $[f,f^\dagger]=-\nu^2=1-\mu^2$ gives $[b,b^\dagger]=1$. If $c\psi=0$, then $f^\dagger\psi=0$ and the bound is reached.

## The Lean file

```lean
import Mathlib

open ComplexConjugate

namespace CavesAmplifier

noncomputable section

/- Operators act on a complex inner product space `H`, the common invariant domain of the
unbounded mode operators. The Fock-space construction of the modes is not carried out here. -/
variable {H : Type*} [NormedAddCommGroup H] [InnerProductSpace ℂ H]

/-- The operators `a` and `ad` are adjoint to each other on `H`: `⟨a x, y⟩ = ⟨x, ad y⟩`. -/
def AdjointPair (a ad : Module.End ℂ H) : Prop :=
  ∀ x y : H, inner ℂ (a x) y = inner ℂ x (ad y)

/-- The output mode `b = g a + f` with amplitude gain `g` and added-noise operator `f`. -/
def output (g : ℂ) (a f : Module.End ℂ H) : Module.End ℂ H := g • a + f

/-- The symmetrized noise `⟨f f† + f† f⟩` in the state `ψ`, as a real number. -/
def symNoise (f fd : Module.End ℂ H) (ψ : H) : ℝ :=
  (inner ℂ ψ ((f * fd + fd * f) ψ)).re

/-- A linear amplifier: `a, a†` and `f, f†` are adjoint pairs, `f` commutes with `a†`, and both
the input `a` and the output `b = g a + f` obey the bosonic commutation relation. -/
structure LinearAmplifier (g : ℂ) (a ad f fd : Module.End ℂ H) : Prop where
  adj_in : AdjointPair a ad
  adj_noise : AdjointPair f fd
  indep : Commute f ad
  ccr_in : a * ad - ad * a = 1
  ccr_out : output g a f * output (conj g) ad fd - output (conj g) ad fd * output g a f = 1

/-- Adjointness is symmetric: if `ad` is the adjoint of `a`, then `a` is the adjoint of `ad`. -/
theorem AdjointPair.symm {a ad : Module.End ℂ H} (h : AdjointPair a ad) :
    AdjointPair ad a := by
  intro x y
  rw [← inner_conj_symm (ad x) y, ← h y x, inner_conj_symm]

/-- For adjoint pairs, if `f` commutes with `a†`, then `a` commutes with `f†`. -/
theorem commute_adjoint {a ad f fd : Module.End ℂ H} (ha : AdjointPair a ad)
    (hf : AdjointPair f fd) (h : Commute f ad) : Commute a fd := by
  refine LinearMap.ext fun x => ext_inner_left ℂ fun v => ?_
  have e : f (ad v) = ad (f v) := LinearMap.congr_fun h.eq v
  change inner ℂ v (a (fd x)) = inner ℂ v (fd (a x))
  rw [← ha.symm v (fd x), ← hf (ad v) x, e, ha.symm (f v) x, hf v (a x)]

/-- For any four operators, the commutator of `g a + f` with `g* ad + fd`, split into signal, cross
and noise parts. -/
theorem output_commutator (g : ℂ) (a ad f fd : Module.End ℂ H) :
    output g a f * output (conj g) ad fd - output (conj g) ad fd * output g a f
      = (g * conj g) • (a * ad - ad * a) + g • (a * fd - fd * a)
        + conj g • (f * ad - ad * f) + (f * fd - fd * f) := by
  simp only [output, add_mul, mul_add, smul_mul_assoc, mul_smul_comm]
  module

/-- For an adjoint pair, the symmetrized noise is `‖f ψ‖² + ‖f† ψ‖²`. -/
theorem symNoise_eq {f fd : Module.End ℂ H} (hf : AdjointPair f fd) (ψ : H) :
    symNoise f fd ψ = ‖f ψ‖ ^ 2 + ‖fd ψ‖ ^ 2 := by
  have e : ∀ x : H, (inner ℂ x x).re = ‖x‖ ^ 2 := fun x => inner_self_eq_norm_sq (𝕜 := ℂ) x
  rw [symNoise, LinearMap.add_apply, Module.End.mul_apply, Module.End.mul_apply,
    inner_add_right, Complex.add_re, ← hf.symm ψ (fd ψ), ← hf ψ (f ψ), e, e, add_comm]

/-- In a linear amplifier the noise operator satisfies `[f, f†] = 1 - |g|²`. -/
theorem noise_commutator {g : ℂ} {a ad f fd : Module.End ℂ H}
    (h : LinearAmplifier g a ad f fd) :
    f * fd - fd * f = ((1 - ‖g‖ ^ 2 : ℝ) : ℂ) • (1 : Module.End ℂ H) := by
  have hb := h.ccr_out
  -- the cross terms vanish because `f` commutes with `a†` and `a` commutes with `f†`
  rw [output_commutator, h.ccr_in, (commute_adjoint h.adj_in h.adj_noise h.indep).eq,
    h.indep.eq, Complex.mul_conj, Complex.normSq_eq_norm_sq] at hb
  simp only [sub_self, smul_zero, add_zero] at hb
  rw [Complex.ofReal_sub, Complex.ofReal_one]
  linear_combination (norm := module) hb

/-- In a linear amplifier and a unit state, `‖f† ψ‖² - ‖f ψ‖² = 1 - |g|²`. -/
theorem noise_imbalance {g : ℂ} {a ad f fd : Module.End ℂ H}
    (h : LinearAmplifier g a ad f fd) {ψ : H} (hψ : ‖ψ‖ = 1) :
    ‖fd ψ‖ ^ 2 - ‖f ψ‖ ^ 2 = 1 - ‖g‖ ^ 2 := by
  have e : ∀ x : H, (inner ℂ x x).re = ‖x‖ ^ 2 := fun x => inner_self_eq_norm_sq (𝕜 := ℂ) x
  -- take the expectation value of the noise commutator
  have k := congrArg (fun T : Module.End ℂ H => (inner ℂ ψ (T ψ)).re) (noise_commutator h)
  simp only [LinearMap.sub_apply, Module.End.mul_apply, LinearMap.smul_apply,
    Module.End.one_apply, inner_sub_right, inner_smul_right, Complex.sub_re,
    Complex.re_ofReal_mul] at k
  rw [← h.adj_noise.symm ψ (fd ψ), ← h.adj_noise ψ (f ψ), e, e, e, hψ] at k
  linarith

/-- Caves bound: in every unit state a linear amplifier of amplitude gain `g` has noise
`⟨f f† + f† f⟩ ≥ |1 - |g|²|`. -/
theorem caves_bound {g : ℂ} {a ad f fd : Module.End ℂ H}
    (h : LinearAmplifier g a ad f fd) {ψ : H} (hψ : ‖ψ‖ = 1) :
    |1 - ‖g‖ ^ 2| ≤ symNoise f fd ψ := by
  rw [symNoise_eq h.adj_noise, ← noise_imbalance h hψ, abs_le]
  constructor <;> linarith [sq_nonneg ‖f ψ‖, sq_nonneg ‖fd ψ‖]

/-- In a unit state the Caves bound is an equality exactly when `f` or `f†` annihilates the
state. -/
theorem caves_equality_iff {g : ℂ} {a ad f fd : Module.End ℂ H}
    (h : LinearAmplifier g a ad f fd) {ψ : H} (hψ : ‖ψ‖ = 1) :
    symNoise f fd ψ = |1 - ‖g‖ ^ 2| ↔ f ψ = 0 ∨ fd ψ = 0 := by
  rw [symNoise_eq h.adj_noise, ← noise_imbalance h hψ]
  constructor
  · intro k
    rcases abs_cases (‖fd ψ‖ ^ 2 - ‖f ψ‖ ^ 2) with ⟨h1, _⟩ | ⟨h1, _⟩
    · left
      have h2 : ‖f ψ‖ ^ 2 = 0 := by linarith
      simpa using h2
    · right
      have h2 : ‖fd ψ‖ ^ 2 = 0 := by linarith
      simpa using h2
  · rintro (k | k) <;> simp [k]

/-- Noise referred to the input: for a linear amplifier with nonzero gain and a unit state, half the
symmetrized noise divided by the power gain `|g|²` is at least `|1 - 1/|g|²| / 2`. -/
theorem input_referred_bound {g : ℂ} {a ad f fd : Module.End ℂ H}
    (h : LinearAmplifier g a ad f fd) (hg : g ≠ 0) {ψ : H} (hψ : ‖ψ‖ = 1) :
    |1 - 1 / ‖g‖ ^ 2| / 2 ≤ symNoise f fd ψ / (2 * ‖g‖ ^ 2) := by
  have hG : 0 < ‖g‖ ^ 2 := pow_pos (norm_pos_iff.mpr hg) 2
  have e : 1 - 1 / ‖g‖ ^ 2 = -((1 - ‖g‖ ^ 2) / ‖g‖ ^ 2) := by
    rw [sub_div, div_self hG.ne']; ring
  have hb := caves_bound h hψ
  rw [e, abs_neg, abs_div, abs_of_pos hG, div_div, mul_comm (‖g‖ ^ 2) 2]
  gcongr

/-- For a linear amplifier in a unit state with `⟨f† a⟩ = 0`, the symmetrized second moment of the
output is at least `|g|²` times that of the input plus `|1 - |g|²|`. -/
theorem output_noise_bound {g : ℂ} {a ad f fd : Module.End ℂ H}
    (h : LinearAmplifier g a ad f fd) {ψ : H} (hψ : ‖ψ‖ = 1)
    (h0 : inner ℂ (f ψ) (a ψ) = 0) :
    ‖g‖ ^ 2 * symNoise a ad ψ + |1 - ‖g‖ ^ 2|
      ≤ symNoise (output g a f) (output (conj g) ad fd) ψ := by
  have hadj : AdjointPair (output g a f) (output (conj g) ad fd) := by
    intro x y
    change inner ℂ (g • a x + f x) y = inner ℂ x (conj g • ad y + fd y)
    rw [inner_add_left, inner_add_right, inner_smul_left, inner_smul_right,
      h.adj_in x y, h.adj_noise x y]
  -- both cross correlations vanish
  have h1 : inner ℂ (a ψ) (f ψ) = 0 := inner_eq_zero_symm.mp h0
  have h2 : inner ℂ (ad ψ) (fd ψ) = 0 := by
    have e : a (fd ψ) = fd (a ψ) :=
      LinearMap.congr_fun (commute_adjoint h.adj_in h.adj_noise h.indep).eq ψ
    rw [h.adj_in.symm ψ (fd ψ), e, ← h.adj_noise ψ (a ψ), h0]
  have n1 : ‖output g a f ψ‖ ^ 2 = ‖g‖ ^ 2 * ‖a ψ‖ ^ 2 + ‖f ψ‖ ^ 2 := by
    change ‖g • a ψ + f ψ‖ ^ 2 = _
    rw [norm_add_sq (𝕜 := ℂ), inner_smul_left, h1, norm_smul]
    simp [mul_pow]
  have n2 : ‖output (conj g) ad fd ψ‖ ^ 2 = ‖g‖ ^ 2 * ‖ad ψ‖ ^ 2 + ‖fd ψ‖ ^ 2 := by
    change ‖conj g • ad ψ + fd ψ‖ ^ 2 = _
    rw [norm_add_sq (𝕜 := ℂ), inner_smul_left, h2, norm_smul]
    simp [mul_pow]
  have hb := caves_bound h hψ
  rw [symNoise_eq h.adj_noise] at hb
  rw [symNoise_eq hadj, symNoise_eq h.adj_in, n1, n2]
  linarith

/-- Parametric amplifier: for bosonic modes `a`, `c` with `[c, a] = 0`, and real `μ`, `ν` with
`μ² - ν² = 1`, the choice `g = μ`, `f = ν c†` is a linear amplifier. -/
theorem parametric_amplifier {a ad c cd : Module.End ℂ H} (ha : AdjointPair a ad)
    (hc : AdjointPair c cd) (ha1 : a * ad - ad * a = 1) (hc1 : c * cd - cd * c = 1)
    (hca : Commute c a) {μ ν : ℝ} (hμν : μ ^ 2 - ν ^ 2 = 1) :
    LinearAmplifier (μ : ℂ) a ad ((ν : ℂ) • cd) ((ν : ℂ) • c) := by
  have hd : Commute ad cd := commute_adjoint ha.symm hc hca
  refine ⟨ha, ?_, hd.symm.smul_left _, ha1, ?_⟩
  · intro x y
    change inner ℂ ((ν : ℂ) • cd x) y = inner ℂ x ((ν : ℂ) • c y)
    rw [inner_smul_left, inner_smul_right, Complex.conj_ofReal, hc.symm x y]
  · have hs : (μ : ℂ) * μ = 1 + ν * ν := by
      exact_mod_cast (by linear_combination hμν : μ * μ = 1 + ν * ν)
    rw [output_commutator, ha1, Complex.conj_ofReal, hs]
    simp only [smul_mul_assoc, mul_smul_comm, hca.eq, hd.eq, sub_self, smul_zero, add_zero]
    linear_combination (norm := module) (-((ν : ℂ) * ν)) • hc1

/-- The parametric amplifier `g = μ`, `f = ν c†` built from commuting bosonic modes `a`, `c` with
real `μ`, `ν` satisfying `μ² - ν² = 1` reaches the Caves bound in every unit state annihilated by
`c`. -/
theorem parametric_saturates {a ad c cd : Module.End ℂ H} (ha : AdjointPair a ad)
    (hc : AdjointPair c cd) (ha1 : a * ad - ad * a = 1) (hc1 : c * cd - cd * c = 1)
    (hca : Commute c a) {μ ν : ℝ} (hμν : μ ^ 2 - ν ^ 2 = 1) {ψ : H} (hψ : ‖ψ‖ = 1)
    (hvac : c ψ = 0) :
    symNoise ((ν : ℂ) • cd) ((ν : ℂ) • c) ψ = |1 - ‖(μ : ℂ)‖ ^ 2| :=
  (caves_equality_iff (parametric_amplifier ha hc ha1 hc1 hca hμν) hψ).mpr
    (Or.inr (by rw [LinearMap.smul_apply, hvac, smul_zero]))

end

end CavesAmplifier
```

```lean
#print axioms CavesAmplifier.input_referred_bound
-- 'CavesAmplifier.input_referred_bound' depends on axioms: [propext, Classical.choice, Quot.sound]
#print axioms CavesAmplifier.output_noise_bound
-- 'CavesAmplifier.output_noise_bound' depends on axioms: [propext, Classical.choice, Quot.sound]
#print axioms CavesAmplifier.parametric_amplifier
-- 'CavesAmplifier.parametric_amplifier' depends on axioms: [propext, Classical.choice, Quot.sound]
#print axioms CavesAmplifier.parametric_saturates
-- 'CavesAmplifier.parametric_saturates' depends on axioms: [propext, Classical.choice, Quot.sound]
```

## Ideal modes, truncated matrices and the proof

`H` is a complex inner product space, not assumed complete, that serves as a common invariant domain for the unbounded operators. Operators are linear maps `Module.End ℂ H`; `ad` and `fd` stand for $a^\dagger$ and $f^\dagger$, tied to `a` and `f` by `AdjointPair`. `LinearAmplifier` collects the hypotheses. `symNoise` is the real part of $\langle ff^\dagger+f^\dagger f\rangle$, a second moment that equals twice the symmetrized variance when $\langle f\rangle=0$. States are unit vectors.

The step left to the user is from these ideal modes to a code's arrays. A commutator of finite matrices has zero trace, so truncated Fock matrices never satisfy `ccr_in`, and the bound applies to them only as far as the cutoff is harmless. The Fock-space construction of the modes is also left out.

Since $[f,a]=0$ is not assumed, $f=\nu a^\dagger$ is allowed too: this is single-mode squeezing, where $f$ is no separate noise source. `caves_bound` limits the noise summed over both quadratures; it does not give Caves's bound on the product of the quadrature noises of a phase-sensitive amplifier.

In the proof, `commute_adjoint` takes the adjoint of the commutation condition by testing against arbitrary vectors. `output_commutator` is the four-term expansion, and `noise_commutator` removes its cross terms. `symNoise_eq` and `noise_imbalance` supply $x+y$ and $y-x$. `caves_bound` then splits the absolute value with `abs_le` and uses that squares are nonnegative, while `caves_equality_iff` separates the two signs with `abs_cases`. `input_referred_bound` rescales the result, and `output_noise_bound` expands the two output norms. `parametric_amplifier` verifies the hypotheses for $f=\nu c^\dagger$, and `parametric_saturates` applies the equality criterion.
